# Density scatter uncorrelated with the reference flattens a Mössbauer calibration line

A Mössbauer calibration relates measured isomer shifts to electron densities at the nucleus. For compound i, let rᵢ be the reference density, yᵢ the shift and xᵢ the computed density:

yᵢ = a rᵢ + b
xᵢ = rᵢ + eᵢ

Here a is the calibration constant, b an offset and eᵢ the density error. With n compounds and m the mean of the rᵢ, define

V = ∑(rᵢ − m)²
E = ∑eᵢ²

Both are plain sums, not divided by n, and E is not an energy. The rᵢ are not all equal, and the errors satisfy

∑eᵢ = 0
∑eᵢrᵢ = 0

These conditions describe errors with no common offset and no linear trend along the reference densities.

## The fitted slope is aV/(V + E)

The unique least-squares line y = s x + c has

s = aV/(V + E)
c = b + a m E/(V + E)

For a ≠ 0, the slope keeps its sign and shrinks in size exactly when some eᵢ is nonzero.

## Comparing calibration constants between methods

Suppose that a ≠ 0 and the errors meet the two conditions. A script that regresses shifts on computed densities and reports s as the calibration constant is then accurate only if E is small compared with V. Two electronic-structure methods that meet the conditions for the same reference densities give different slopes whenever their values of E differ. A linear trend in the errors, which the conditions exclude, also changes the slope and can steepen it: xᵢ = rᵢ/2 gives the slope 2a.

The computed densities have spread Sₓ = V + E, so the constant can be recovered if E is known:

a = s Sₓ/(Sₓ − E)

## Splitting the misfit into squares

Substituting x and y into the residual gives

yᵢ − (s xᵢ + c) = (a − s)(rᵢ − m) − s eᵢ + k
k = (a − s)m + b − c

On squaring and summing, the cross terms vanish because ∑(rᵢ − m) = 0, ∑eᵢ = 0 and

∑eᵢ(rᵢ − m) = ∑eᵢrᵢ − m∑eᵢ = 0

The misfit is therefore

(a − s)²V + s²E + nk²

With s₀ = aV/(V + E), completing the square gives

(V + E)(s − s₀)² + nk² + a²VE/(V + E)

Since the rᵢ are not all equal, some rᵢ differs from m, so V > 0; also n > 0. The minimum thus requires s = s₀ and k = 0, which gives c = b + (a − s₀)m, the stated intercept.

For a ≠ 0, the ratio s₀/a = V/(V + E) is positive, and below one exactly when E > 0. As ∑eᵢ = 0, the xᵢ also have mean m, and the same cancellation gives

Sₓ = ∑(rᵢ − m + eᵢ)² = V + E

If instead xᵢ = rᵢ and yᵢ = a rᵢ + b + eᵢ, where eᵢ is now a shift error that meets the same two conditions, the misfit is (a − s)²V + E + nk², with its minimum at s = a, c = b.

## Three compounds, worked through

Measure the densities from a fixed reference value, in arbitrary units, so that zero and negative entries are admissible. Take r = (0, 1, 2), e = (1, −2, 1), a = −4 and b = 8. Then x = (1, −1, 3), y = (8, 4, 0), V = 2 and E = 6. The means of x and y are 1 and 4, so

s = [0·4 + (−2)·0 + 2·(−4)]/(0 + 4 + 4) = −1
c = 4 − (−1)·1 = 5

The formulas give the same values, and the correction returns −1·8/(8 − 6) = −4.

## The Lean file

```lean
import Mathlib

open Finset

namespace MoessbauerCalibration

noncomputable section

variable {ι : Type*} [Fintype ι]

/-- The mean of a quantity over a nonempty finite set of compounds. -/
def mean (r : ι → ℝ) : ℝ := (∑ i, r i) / Fintype.card ι

/-- The spread `V` of a quantity: the sum of squared deviations from its mean. -/
def spread (r : ι → ℝ) : ℝ := ∑ i, (r i - mean r) ^ 2

/-- The scatter `E` of the errors: the sum of their squares. -/
def scatter (e : ι → ℝ) : ℝ := ∑ i, e i ^ 2

/-- The squared misfit of the line `y = s x + c` to the data. -/
def misfit (x y : ι → ℝ) (s c : ℝ) : ℝ := ∑ i, (y i - (s * x i + c)) ^ 2

/-- The line with slope `s` and intercept `c` has the least squared misfit of all lines. -/
def IsLeastSquaresLine (x y : ι → ℝ) (s c : ℝ) : Prop :=
  ∀ s' c', misfit x y s c ≤ misfit x y s' c'

/-- Densities that are not all equal have positive spread. -/
theorem spread_pos {r : ι → ℝ} (hr : ∃ i j, r i ≠ r j) : 0 < spread r := by
  obtain ⟨i, j, hij⟩ := hr
  have hk : ∃ k, r k ≠ mean r := by
    by_contra h
    simp only [ne_eq, not_exists, not_not] at h
    exact hij ((h i).trans (h j).symm)
  obtain ⟨k, hk⟩ := hk
  have hk' : r k - mean r ≠ 0 := sub_ne_zero.mpr hk
  exact Finset.sum_pos' (fun i _ => sq_nonneg _) ⟨k, Finset.mem_univ k, by positivity⟩

/-- If the errors sum to zero and are uncorrelated with the densities, then centred densities,
errors and a constant contribute separately to a sum of squares. -/
theorem sum_sq_orthogonal {r e : ι → ℝ} (he : ∑ i, e i = 0) (her : ∑ i, e i * r i = 0)
    (A B k : ℝ) :
    ∑ i, (A * (r i - mean r) + B * e i + k) ^ 2
      = A ^ 2 * spread r + B ^ 2 * scatter e + Fintype.card ι * k ^ 2 := by
  -- deviations from the mean sum to zero
  have h0 : ∑ i, (r i - mean r) = 0 := by
    rcases isEmpty_or_nonempty ι with h | h
    · simp
    · have hn : (Fintype.card ι : ℝ) ≠ 0 := Nat.cast_ne_zero.mpr Fintype.card_ne_zero
      have hm : (Fintype.card ι : ℝ) * mean r = ∑ i, r i := by
        unfold mean
        field_simp
      rw [Finset.sum_sub_distrib, Finset.sum_const, Finset.card_univ, nsmul_eq_mul, hm, sub_self]
  have h : ∀ i, (A * (r i - mean r) + B * e i + k) ^ 2
      = A ^ 2 * (r i - mean r) ^ 2 + B ^ 2 * e i ^ 2 + k ^ 2 + (2 * A * k) * (r i - mean r)
        + (2 * A * B) * (e i * r i) + (2 * B * k - 2 * A * B * mean r) * e i := by
    intro i
    ring
  simp only [h, Finset.sum_add_distrib, ← Finset.mul_sum, h0, he, her, Finset.sum_const,
    Finset.card_univ, nsmul_eq_mul, spread, scatter]
  ring

/-- If the misfit is a constant plus two squares with positive weights `D` and `n`, which vanish
together only at `(s₀, c₀)`, then that line is the unique least-squares line. -/
theorem leastSquares_unique {x y : ι → ℝ} {D n m R s₀ c₀ : ℝ} (hD : 0 < D) (hn : 0 < n)
    (h : ∀ s c, misfit x y s c
      = D * (s - s₀) ^ 2 + n * (c - c₀ + m * (s - s₀)) ^ 2 + R) (s c : ℝ) :
    IsLeastSquaresLine x y s c ↔ s = s₀ ∧ c = c₀ := by
  have hz : misfit x y s₀ c₀ = R := by rw [h]; ring
  constructor
  · intro hmin
    have h1 := hmin s₀ c₀
    rw [hz, h] at h1
    have p1 : 0 ≤ D * (s - s₀) ^ 2 := by positivity
    have p2 : 0 ≤ n * (c - c₀ + m * (s - s₀)) ^ 2 := by positivity
    have hs : s - s₀ = 0 := by
      by_contra hne
      have : 0 < D * (s - s₀) ^ 2 := by positivity
      linarith
    have hc : c - c₀ + m * (s - s₀) = 0 := by
      by_contra hne
      have : 0 < n * (c - c₀ + m * (s - s₀)) ^ 2 := by positivity
      linarith
    rw [hs, mul_zero, add_zero] at hc
    exact ⟨sub_eq_zero.mp hs, sub_eq_zero.mp hc⟩
  · rintro ⟨rfl, rfl⟩ s' c'
    rw [hz, h]
    have p1 : 0 ≤ D * (s' - s) ^ 2 := by positivity
    have p2 : 0 ≤ n * (c' - c + m * (s' - s)) ^ 2 := by positivity
    linarith

/-- Let shifts be exactly linear in reference densities that are not all equal, and let the
computed densities carry errors of zero sum, uncorrelated with the reference. The least-squares
line of shift on computed density has slope `a V / (V + E)` and the stated intercept. -/
theorem calibration_slope {r e : ι → ℝ} (hr : ∃ i j, r i ≠ r j) (he : ∑ i, e i = 0)
    (her : ∑ i, e i * r i = 0) (a b s c : ℝ) :
    IsLeastSquaresLine (fun i => r i + e i) (fun i => a * r i + b) s c ↔
      s = a * spread r / (spread r + scatter e) ∧
      c = b + a * (scatter e / (spread r + scatter e)) * mean r := by
  have hV := spread_pos hr
  have hE : 0 ≤ scatter e := Finset.sum_nonneg fun i _ => sq_nonneg _
  have hD : 0 < spread r + scatter e := by linarith
  have hn : (0 : ℝ) < Fintype.card ι := by
    obtain ⟨i, -⟩ := hr
    exact Nat.cast_pos.mpr (Fintype.card_pos_iff.mpr ⟨i⟩)
  refine leastSquares_unique (m := mean r)
    (R := a ^ 2 * spread r * scatter e / (spread r + scatter e)) hD hn ?_ s c
  intro s c
  -- split the residual into its three orthogonal parts, then complete the square
  have h := sum_sq_orthogonal he her (a - s) (-s) ((a - s) * mean r + b - c)
  have h' : misfit (fun i => r i + e i) (fun i => a * r i + b) s c
      = ∑ i, ((a - s) * (r i - mean r) + (-s) * e i + ((a - s) * mean r + b - c)) ^ 2 :=
    Finset.sum_congr rfl fun i _ => by ring
  rw [h', h]
  have hD' := hD.ne'
  field_simp
  ring

/-- Under the same conditions and for `a ≠ 0`, the fitted slope keeps the sign of `a`, and it is
smaller in size exactly when some computed density is in error. -/
theorem scatter_flattens {r e : ι → ℝ} (hr : ∃ i j, r i ≠ r j) (he : ∑ i, e i = 0)
    (her : ∑ i, e i * r i = 0) {a b s c : ℝ} (ha : a ≠ 0)
    (hfit : IsLeastSquaresLine (fun i => r i + e i) (fun i => a * r i + b) s c) :
    0 < s / a ∧ (s / a < 1 ↔ ∃ i, e i ≠ 0) := by
  have hV := spread_pos hr
  have hE : 0 ≤ scatter e := Finset.sum_nonneg fun i _ => sq_nonneg _
  have hD : 0 < spread r + scatter e := by linarith
  have hs : s / a = spread r / (spread r + scatter e) := by
    rw [((calibration_slope hr he her a b s c).mp hfit).1]
    field_simp
  rw [hs, div_lt_one hD, lt_add_iff_pos_right]
  refine ⟨div_pos hV hD, fun h => ?_, fun ⟨i, hi⟩ => ?_⟩
  · by_contra hne
    simp only [ne_eq, not_exists, not_not] at hne
    simp [scatter, hne] at h
  · exact Finset.sum_pos' (fun i _ => sq_nonneg _) ⟨i, Finset.mem_univ i, by positivity⟩

/-- For errors of zero sum, uncorrelated with the reference, the spread of the computed densities
is the reference spread plus the scatter. -/
theorem spread_computed {r e : ι → ℝ} (he : ∑ i, e i = 0) (her : ∑ i, e i * r i = 0) :
    spread (fun i => r i + e i) = spread r + scatter e := by
  have hm : mean (fun i => r i + e i) = mean r := by
    simp only [mean, Finset.sum_add_distrib, he, add_zero]
  have h := sum_sq_orthogonal he her 1 1 0
  have h' : spread (fun i => r i + e i)
      = ∑ i, (1 * (r i - mean r) + 1 * e i + 0) ^ 2 := by
    unfold spread
    rw [hm]
    exact Finset.sum_congr rfl fun i _ => by ring
  rw [h', h]
  ring

/-- Under the conditions of `calibration_slope`, the true calibration constant follows from the
fitted slope, the spread of the computed densities and the scatter. -/
theorem corrected_slope {r e : ι → ℝ} (hr : ∃ i j, r i ≠ r j) (he : ∑ i, e i = 0)
    (her : ∑ i, e i * r i = 0) {a b s c : ℝ}
    (hfit : IsLeastSquaresLine (fun i => r i + e i) (fun i => a * r i + b) s c) :
    a = s * spread (fun i => r i + e i) / (spread (fun i => r i + e i) - scatter e) := by
  have hV := spread_pos hr
  have hE : 0 ≤ scatter e := Finset.sum_nonneg fun i _ => sq_nonneg _
  have hD : spread r + scatter e ≠ 0 := by linarith
  rw [spread_computed he her, add_sub_cancel_right,
    ((calibration_slope hr he her a b s c).mp hfit).1, div_mul_cancel₀ _ hD,
    mul_div_cancel_right₀ _ hV.ne']

/-- If errors of zero sum, uncorrelated with densities that are not all equal, sit in the shifts
instead, the least-squares line has the true slope and intercept. -/
theorem shift_scatter_harmless {r e : ι → ℝ} (hr : ∃ i j, r i ≠ r j) (he : ∑ i, e i = 0)
    (her : ∑ i, e i * r i = 0) (a b s c : ℝ) :
    IsLeastSquaresLine r (fun i => a * r i + b + e i) s c ↔ s = a ∧ c = b := by
  have hn : (0 : ℝ) < Fintype.card ι := by
    obtain ⟨i, -⟩ := hr
    exact Nat.cast_pos.mpr (Fintype.card_pos_iff.mpr ⟨i⟩)
  refine leastSquares_unique (m := mean r) (R := scatter e) (spread_pos hr) hn ?_ s c
  intro s c
  have h := sum_sq_orthogonal he her (a - s) 1 ((a - s) * mean r + b - c)
  have h' : misfit r (fun i => a * r i + b + e i) s c
      = ∑ i, ((a - s) * (r i - mean r) + 1 * e i + ((a - s) * mean r + b - c)) ^ 2 :=
    Finset.sum_congr rfl fun i _ => by ring
  rw [h', h]
  ring

/-- Three compounds with reference densities `0, 1, 2` and errors `t, -2t, t` meet the conditions
of `calibration_slope`, and the fitted slope is `a / (1 + 3 t²)`. -/
theorem calibration_slope_witness (a b t : ℝ) :
    let r : Fin 3 → ℝ := ![0, 1, 2]
    let e : Fin 3 → ℝ := ![t, -2 * t, t]
    (∃ i j, r i ≠ r j) ∧ ∑ i, e i = 0 ∧ ∑ i, e i * r i = 0 ∧
      IsLeastSquaresLine (fun i => r i + e i) (fun i => a * r i + b)
        (a / (1 + 3 * t ^ 2)) (b + a * (3 * t ^ 2 / (1 + 3 * t ^ 2))) := by
  intro r e
  have hr : ∃ i j, r i ≠ r j := ⟨0, 1, by simp [r]⟩
  have he : ∑ i, e i = 0 := by
    simp only [Fin.sum_univ_three]
    change t + -2 * t + t = 0
    ring
  have her : ∑ i, e i * r i = 0 := by
    simp only [Fin.sum_univ_three]
    change t * 0 + -2 * t * 1 + t * 2 = 0
    ring
  have hm : mean r = 1 := by
    simp only [mean, Fin.sum_univ_three, Fintype.card_fin]
    change ((0 : ℝ) + 1 + 2) / ((3 : ℕ) : ℝ) = 1
    norm_num
  have hV : spread r = 2 := by
    simp only [spread, hm, Fin.sum_univ_three]
    change ((0 : ℝ) - 1) ^ 2 + (1 - 1) ^ 2 + (2 - 1) ^ 2 = 2
    norm_num
  have hE : scatter e = 6 * t ^ 2 := by
    simp only [scatter, Fin.sum_univ_three]
    change t ^ 2 + (-2 * t) ^ 2 + t ^ 2 = 6 * t ^ 2
    ring
  have h1 : 1 + 3 * t ^ 2 ≠ 0 := by positivity
  have h2 : 2 + 6 * t ^ 2 ≠ 0 := by positivity
  refine ⟨hr, he, her, (calibration_slope hr he her a b _ _).mpr ⟨?_, ?_⟩⟩
  · rw [hV, hE, div_eq_div_iff h1 h2]
    ring
  · have q : 6 * t ^ 2 / (2 + 6 * t ^ 2) = 3 * t ^ 2 / (1 + 3 * t ^ 2) := by
      rw [div_eq_div_iff h2 h1]
      ring
    rw [hV, hE, hm, q, mul_one]

end

end MoessbauerCalibration
```

```lean
#print axioms MoessbauerCalibration.calibration_slope
#print axioms MoessbauerCalibration.scatter_flattens
#print axioms MoessbauerCalibration.corrected_slope
#print axioms MoessbauerCalibration.shift_scatter_harmless
```

```
'MoessbauerCalibration.calibration_slope' depends on axioms: [propext, Classical.choice, Quot.sound]
'MoessbauerCalibration.scatter_flattens' depends on axioms: [propext, Classical.choice, Quot.sound]
'MoessbauerCalibration.corrected_slope' depends on axioms: [propext, Classical.choice, Quot.sound]
'MoessbauerCalibration.shift_scatter_harmless' depends on axioms: [propext, Classical.choice, Quot.sound]
```

## Exact for one data set with balanced errors

The finite type `ι` labels the compounds; `r` and `e` assign each a real number. `spread r` is V and `scatter e` is E. `IsLeastSquaresLine` means that no real slope and intercept give a smaller `misfit`, so the slope formula is derived, not built into the definition.

`spread_pos` gives V > 0. `sum_sq_orthogonal` expands each square with `ring`; the cross terms drop out because the sums they contain are zero. `leastSquares_unique` turns a misfit written as two weighted squares plus a constant into a unique minimiser. `calibration_slope` combines them, with `field_simp` and `ring` checking the completed square.

`scatter_flattens` rewrites s/a as V/(V + E), `spread_computed` applies the orthogonal sum to x, and `corrected_slope` solves for a. `shift_scatter_harmless` treats errors in the shifts. `calibration_slope_witness` evaluates the sums for errors (t, −2t, t), giving slope a/(1 + 3t²).

The step to a real calibration is the balance of the errors: independent random errors of zero mean generally meet the two sum conditions only on average, not in each finite sample. The theorems on density errors also take the shifts as exactly linear in the reference densities, and supply no estimate of E. With two compounds the conditions force both errors to vanish, so flattening under these conditions needs at least three.
